# Mixing two degenerate excitations can lower their DCPT2 energy while their MP2 energy stays fixed

Take two excitations with the same gap D > 0, one coupled to the reference with strength k ≠ 0 and the other uncoupled. Rotate them into an equal mixture, so that each has coupling k/√2. The MP2 energy is unchanged, but the energy of degeneracy-corrected perturbation theory (DCPT2) drops strictly:

2 g(k/√2) < g(k) + g(0), where g(v) = (D − √(D² + 4v²))/2.

DCPT2 replaces the MP2 term −v²/D, which diverges as the gap closes, by the finite g(v). For exactly degenerate excitations that are not coupled to each other, the resulting correlation energy depends on the basis chosen for them.

```lean
import Mathlib

open Matrix Filter Topology

namespace DCPT2Rotation

noncomputable section
```

## One excitation as a two-level problem

DCPT2 treats each excitation separately, as a two-level system. The reference has energy 0, the excited configuration has energy D, and the real matrix element v connects them. The energy assigned to the excitation is g(v), called `pairEnergy D v` in Lean.

```lean
/-- The DCPT2 energy of one excitation with gap `D` and coupling `v`. -/
def pairEnergy (D v : ℝ) : ℝ := (D - √(D ^ 2 + 4 * v ^ 2)) / 2
```

For a family of excitations with couplings v_i and common gap D, the DCPT2 energy is the sum

E_DCPT2 = Σ_i g(v_i).

The index type `ι` labels the excitations and is finite. Each v_i is the full matrix element between the reference and excitation i, including antisymmetrisation. Excitations that differ only in spin are listed separately.

```lean
/-- The DCPT2 energy of a family of degenerate excitations with common gap `D`. -/
def dcpt2 {ι : Type*} [Fintype ι] (D : ℝ) (v : ι → ℝ) : ℝ := ∑ i, pairEnergy D (v i)
```

The MP2 energy of the same family is

E_MP2 = −Σ_i v_i²/D.

Lean sets division by zero to 0, so `mp2` has its physical meaning only for D ≠ 0.

```lean
/-- The MP2 energy of a family of degenerate excitations with common gap `D`, for `D ≠ 0`. -/
def mp2 {ι : Type*} [Fintype ι] (D : ℝ) (v : ι → ℝ) : ℝ := ∑ i, -(v i) ^ 2 / D
```

Since the two excitations are degenerate and not coupled to each other, their block of the Hamiltonian is D times the identity, and a rotation leaves it alone. Only the couplings change:

(v₀, v₁) → (v₀ cos θ − v₁ sin θ, v₀ sin θ + v₁ cos θ).

The mixing acts directly on the excitations; how a rotation of degenerate orbitals induces it is not modelled.

```lean
/-- The rotation by the angle `θ` that mixes two degenerate excitations. -/
def rotation (θ : ℝ) : Matrix (Fin 2) (Fin 2) ℝ :=
  !![Real.cos θ, -Real.sin θ; Real.sin θ, Real.cos θ]
```

The formula for g comes from the secular equation of the two-level Hamiltonian:

(−E)(D − E) − v² = E² − DE − v² = 0.

Completing the square gives (2E − D)² = D² + 4v². Every root therefore satisfies 2E − D ≥ −√(D² + 4v²), that is, E ≥ g(v), and g(v) is itself a root.

```lean
/-- The DCPT2 energy of one excitation is the lowest root of the secular equation of the
two-level Hamiltonian with levels `0` and `D` and coupling `v`. -/
theorem pairEnergy_isLeast (D v : ℝ) :
    IsLeast {E : ℝ | (!![0, v; v, D] - E • (1 : Matrix (Fin 2) (Fin 2) ℝ)).det = 0}
      (pairEnergy D v) := by
  have hdet : ∀ E : ℝ, (!![0, v; v, D] - E • (1 : Matrix (Fin 2) (Fin 2) ℝ)).det
      = E ^ 2 - D * E - v ^ 2 := by
    intro E
    simp [Matrix.det_fin_two]
    ring
  have hs := Real.sq_sqrt (show 0 ≤ D ^ 2 + 4 * v ^ 2 by positivity)
  constructor
  · rw [Set.mem_ofPred_eq, hdet]
    unfold pairEnergy
    linear_combination hs / 4
  · intro E hE
    rw [Set.mem_ofPred_eq, hdet] at hE
    -- every root satisfies (2E - D)² = D² + 4v²
    have h := Real.abs_le_sqrt
      (show (2 * E - D) ^ 2 ≤ D ^ 2 + 4 * v ^ 2 by nlinarith)
    have h' := (abs_le.mp h).1
    unfold pairEnergy
    linarith
```

`IsLeast` contains both parts: `pairEnergy D v` belongs to the set of roots and lies below every member of it. The proof first computes the determinant (`hdet`), then checks the root by substitution, and obtains the lower bound from `Real.abs_le_sqrt`.

## MP2 sees only the total squared coupling

The MP2 energy can be written as −(v·v)/D. For an orthogonal matrix U,

(Uv)·(Uv) = v·(UᵀU v) = v·v,

so the energy is the same before and after mixing, for any finite number of excitations.

```lean
/-- The MP2 energy of degenerate excitations is unchanged by any orthogonal mixing of them. -/
theorem mp2_orthogonal_invariant {ι : Type*} [Fintype ι] [DecidableEq ι] (D : ℝ)
    (U : Matrix ι ι ℝ) (hU : Uᵀ * U = 1) (v : ι → ℝ) :
    mp2 D (U *ᵥ v) = mp2 D v := by
  have hm : ∀ w : ι → ℝ, mp2 D w = -(w ⬝ᵥ w) / D := by
    intro w
    simp only [mp2, dotProduct]
    rw [← Finset.sum_neg_distrib, Finset.sum_div]
    apply Finset.sum_congr rfl
    intro i _
    ring
  -- an orthogonal matrix preserves the sum of squared couplings
  have hn : (U *ᵥ v) ⬝ᵥ (U *ᵥ v) = v ⬝ᵥ v := by
    rw [Matrix.dotProduct_mulVec, ← Matrix.mulVec_transpose, Matrix.mulVec_mulVec, hU,
      Matrix.one_mulVec]
  rw [hm, hm, hn]
```

Here `hm` rewrites the energy as a dot product and `hn` is the calculation above. The hypothesis `hU` is the orthogonality condition UᵀU = 1.

A plane rotation meets this condition: the diagonal entries of UᵀU are cos²θ + sin²θ = 1, and the off-diagonal entries cancel.

```lean
/-- The rotation of two excitations is an orthogonal matrix. -/
theorem rotation_orthogonal (θ : ℝ) : (rotation θ)ᵀ * rotation θ = 1 := by
  ext i j
  fin_cases i <;> fin_cases j <;>
    simp [rotation, Matrix.mul_apply, Fin.sum_univ_succ] <;>
    nlinarith [Real.sin_sq_add_cos_sq θ]
```

## Two nonzero couplings lie below one

Let a and b be nonzero and let c² = a² + b². Write

s = √(D² + 4a²), t = √(D² + 4b²), r = √(D² + 4c²), d = √(D²).

The products of these roots compare as

s²t² − d²r² = (D² + 4a²)(D² + 4b²) − D²(D² + 4a² + 4b²) = 16a²b² > 0,

so st > dr. The sums of squares agree, s² + t² = 2D² + 4a² + 4b² = r² + d², and hence

(s + t)² − (r + d)² = 2(st − dr) > 0.

All four roots are nonnegative, so s + t > r + d, and

g(a) + g(b) = D − (s + t)/2 < D − (r + d)/2 = g(c) + g(0).

```lean
/-- Two nonzero couplings give a strictly lower DCPT2 energy than a single coupling with the
same total square accompanied by an uncoupled excitation. -/
theorem pairEnergy_add_lt (D : ℝ) {a b c : ℝ} (ha : a ≠ 0) (hb : b ≠ 0)
    (h : c ^ 2 = a ^ 2 + b ^ 2) :
    pairEnergy D a + pairEnergy D b < pairEnergy D c + pairEnergy D 0 := by
  unfold pairEnergy
  have hs := Real.sq_sqrt (show 0 ≤ D ^ 2 + 4 * a ^ 2 by positivity)
  have ht := Real.sq_sqrt (show 0 ≤ D ^ 2 + 4 * b ^ 2 by positivity)
  have hr := Real.sq_sqrt (show 0 ≤ D ^ 2 + 4 * c ^ 2 by positivity)
  have hd := Real.sq_sqrt (show 0 ≤ D ^ 2 + 4 * (0 : ℝ) ^ 2 by positivity)
  have hab : 0 < a ^ 2 * b ^ 2 := by positivity
  -- compare the products of the square roots, then their sums
  have hprod : √(D ^ 2 + 4 * (0 : ℝ) ^ 2) * √(D ^ 2 + 4 * c ^ 2)
      < √(D ^ 2 + 4 * a ^ 2) * √(D ^ 2 + 4 * b ^ 2) := by
    apply lt_of_pow_lt_pow_left₀ 2 (by positivity)
    rw [mul_pow, mul_pow, hd, hr, hs, ht, h]
    nlinarith
  have hsum : √(D ^ 2 + 4 * c ^ 2) + √(D ^ 2 + 4 * (0 : ℝ) ^ 2)
      < √(D ^ 2 + 4 * a ^ 2) + √(D ^ 2 + 4 * b ^ 2) := by
    apply lt_of_pow_lt_pow_left₀ 2 (by positivity)
    nlinarith
  -- with the roots as plain variables the claim is linear
  generalize √(D ^ 2 + 4 * (0 : ℝ) ^ 2) = d at hsum ⊢
  generalize √(D ^ 2 + 4 * a ^ 2) = s at hsum ⊢
  generalize √(D ^ 2 + 4 * b ^ 2) = t at hsum ⊢
  generalize √(D ^ 2 + 4 * c ^ 2) = r at hsum ⊢
  linarith
```

The steps `hprod` and `hsum` are the two comparisons. In each, `lt_of_pow_lt_pow_left₀` passes from an inequality between squares to one between the quantities themselves. The argument uses no sign of D. The term g(0) vanishes for D ≥ 0 and equals D when D is negative.

## Which angles lower the energy

Rotating the couplings (k, 0) by θ gives (k cos θ, k sin θ), whose squares add up to k². If both sine and cosine are nonzero, the previous inequality applies with a = k cos θ, b = k sin θ and c = k, and the energy drops. If one of them vanishes, the other is ±1. The rotation then does no more than exchange the excitations and change signs, and since g is even, the sum is unchanged.

```lean
/-- Rotating the couplings `(k, 0)` of two degenerate excitations lowers the DCPT2 energy exactly
when the rotation angle has nonzero sine and nonzero cosine, provided `k ≠ 0`. -/
theorem dcpt2_rotation_lt_iff (D θ : ℝ) {k : ℝ} (hk : k ≠ 0) :
    dcpt2 D (rotation θ *ᵥ ![k, 0]) < dcpt2 D ![k, 0] ↔
      Real.sin θ ≠ 0 ∧ Real.cos θ ≠ 0 := by
  have hl : dcpt2 D (rotation θ *ᵥ ![k, 0])
      = pairEnergy D (Real.cos θ * k) + pairEnergy D (Real.sin θ * k) := by
    simp [dcpt2, rotation, Matrix.mulVec, dotProduct, Fin.sum_univ_two]
  have hr : dcpt2 D ![k, 0] = pairEnergy D k + pairEnergy D 0 := by
    simp [dcpt2, Fin.sum_univ_two]
  have hsc := Real.sin_sq_add_cos_sq θ
  rw [hl, hr]
  constructor
  · intro hlt
    constructor
    · intro hs
      have hc : Real.cos θ ^ 2 = 1 := by linear_combination hsc - Real.sin θ * hs
      have e : pairEnergy D (Real.cos θ * k) = pairEnergy D k := by
        unfold pairEnergy
        rw [mul_pow, hc, one_mul]
      rw [e, hs, zero_mul] at hlt
      exact lt_irrefl _ hlt
    · intro hc
      have hs : Real.sin θ ^ 2 = 1 := by linear_combination hsc - Real.cos θ * hc
      have e : pairEnergy D (Real.sin θ * k) = pairEnergy D k := by
        unfold pairEnergy
        rw [mul_pow, hs, one_mul]
      rw [e, hc, zero_mul] at hlt
      linarith
  · rintro ⟨hs, hc⟩
    exact pairEnergy_add_lt D (mul_ne_zero hc hk) (mul_ne_zero hs hk)
      (by linear_combination (-k ^ 2) * hsc)
```

The theorem is an equivalence for k ≠ 0 and any real D. `hl` and `hr` expand the two energies. The forward direction shows that a vanishing sine or cosine would make a number smaller than itself; the reverse direction calls `pairEnergy_add_lt`.

## The equal mixture

At θ = π/4 both couplings become k/√2, and (k/√2)² + (k/√2)² = k². MP2 gives −k²/(2D) − k²/(2D) = −k²/D, as before the rotation, while DCPT2 is strictly lower.

```lean
/-- For `k ≠ 0`, the couplings `(k/√2, k/√2)` and `(k, 0)` have the same MP2 energy, but the first
pair has the strictly lower DCPT2 energy. -/
theorem equal_split {k : ℝ} (D : ℝ) (hk : k ≠ 0) :
    mp2 D ![k / √2, k / √2] = mp2 D ![k, 0] ∧
      dcpt2 D ![k / √2, k / √2] < dcpt2 D ![k, 0] := by
  have h2 : (k / √2) ^ 2 = k ^ 2 / 2 := by
    rw [div_pow, Real.sq_sqrt (by norm_num)]
  have hm : ∀ a b : ℝ, mp2 D ![a, b] = -a ^ 2 / D + -b ^ 2 / D := by
    intro a b
    simp [mp2, Fin.sum_univ_two]
  have hg : ∀ a b : ℝ, dcpt2 D ![a, b] = pairEnergy D a + pairEnergy D b := by
    intro a b
    simp [dcpt2, Fin.sum_univ_two]
  have hne : k / √2 ≠ 0 := div_ne_zero hk (by positivity)
  constructor
  · rw [hm, hm, h2]
    ring
  · rw [hg, hg]
    exact pairEnergy_add_lt D hne hne (by rw [h2]; ring)
```

Both statements appear as one conjunction. The proof takes the second directly from `pairEnergy_add_lt` with a = b = k/√2, without going through the angle.

For D = 3 and k = 2, the unrotated pair has

g(2) + g(0) = (3 − 5)/2 + 0 = −1.

After the rotation both couplings are √2, and

2 g(√2) = 3 − √17 ≈ −1.123.

The MP2 energy is −4/3 in both cases.

The normalisation matters. If the coupling is split into halves, (k/2, k/2), the total squared coupling falls to k²/2 and the comparison is no longer between rotated bases. In the example it even reverses the inequality: 2 g(1) = 3 − √13 ≈ −0.606, which lies above −1.

## Spreading one coupling over many excitations

Now let D > 0 and distribute k evenly over n + 1 degenerate excitations, each with coupling k/√(n+1), so that the total squared coupling remains k². Multiplying numerator and denominator by D + √(D² + 4k²/(n+1)) gives

(n+1) g(k/√(n+1)) = −2k² / (D + √(D² + 4k²/(n+1))).

As n grows, the square root tends to D, and the energy tends to −2k²/(2D) = −k²/D, the MP2 value. In this model of equal gaps and equal couplings, the damping that DCPT2 adds to MP2 therefore fades as the coupling is spread out. In the example above, the energy moves from −1 for one excitation to −1.123 for two, with limit −4/3.

```lean
/-- When a coupling `k` is spread evenly over more and more degenerate excitations with
positive gap `D`, the DCPT2 energy tends to the MP2 value `-k²/D`. -/
theorem dcpt2_spread_tendsto {D : ℝ} (hD : 0 < D) (k : ℝ) :
    Tendsto (fun n : ℕ => dcpt2 D (fun _ : Fin (n + 1) => k / √((n : ℝ) + 1)))
      atTop (𝓝 (-k ^ 2 / D)) := by
  -- rationalize the square root
  have key : ∀ n : ℕ, dcpt2 D (fun _ : Fin (n + 1) => k / √((n : ℝ) + 1))
      = -2 * k ^ 2 / (D + √(D ^ 2 + 4 * k ^ 2 * (1 / ((n : ℝ) + 1)))) := by
    intro n
    have hn : 0 < (n : ℝ) + 1 := by positivity
    have hq : 4 * (k / √((n : ℝ) + 1)) ^ 2 = 4 * k ^ 2 * (1 / ((n : ℝ) + 1)) := by
      rw [div_pow, Real.sq_sqrt hn.le]
      ring
    have hs := Real.sq_sqrt
      (show 0 ≤ D ^ 2 + 4 * k ^ 2 * (1 / ((n : ℝ) + 1)) by positivity)
    have hi : ((n : ℝ) + 1) * (1 / ((n : ℝ) + 1)) = 1 := mul_one_div_cancel hn.ne'
    simp only [dcpt2, pairEnergy, Finset.sum_const, Finset.card_univ, Fintype.card_fin,
      nsmul_eq_mul, hq, Nat.cast_add, Nat.cast_one]
    rw [eq_div_iff (by positivity)]
    linear_combination (-((n : ℝ) + 1) / 2) * hs - 2 * k ^ 2 * hi
  have hc : ContinuousAt
      (fun x : ℝ => -2 * k ^ 2 / (D + √(D ^ 2 + 4 * k ^ 2 * x))) 0 := by
    apply ContinuousAt.div
    · fun_prop
    · fun_prop
    · positivity
  have h0 : -2 * k ^ 2 / (D + √(D ^ 2 + 4 * k ^ 2 * 0)) = -k ^ 2 / D := by
    rw [mul_zero, add_zero, Real.sqrt_sq hD.le, div_eq_div_iff (by positivity) hD.ne']
    ring
  have hl := hc.tendsto.comp (tendsto_one_div_add_atTop_nhds_zero_nat (𝕜 := ℝ))
  rw [← h0]
  exact hl.congr (fun n => (key n).symm)

end

end DCPT2Rotation
```

The index type `Fin (n + 1)` starts the sequence at one excitation. The step `key` is the rationalised formula. The rest of the proof treats 1/(n+1) as a variable x, shows that the formula is continuous at x = 0, and composes it with the limit 1/(n+1) → 0. Positivity of D keeps the denominator away from zero and gives √(D²) = D.

```lean
#print axioms DCPT2Rotation.rotation_orthogonal
#print axioms DCPT2Rotation.dcpt2_rotation_lt_iff
#print axioms DCPT2Rotation.equal_split
#print axioms DCPT2Rotation.dcpt2_spread_tendsto
```

```
'DCPT2Rotation.rotation_orthogonal' depends on axioms: [propext, Classical.choice, Quot.sound]
'DCPT2Rotation.dcpt2_rotation_lt_iff' depends on axioms: [propext, Classical.choice, Quot.sound]
'DCPT2Rotation.equal_split' depends on axioms: [propext, Classical.choice, Quot.sound]
'DCPT2Rotation.dcpt2_spread_tendsto' depends on axioms: [propext, Classical.choice, Quot.sound]
```
